# Coulomb-Hole Bounds on the COHSEX Correlation Self-Energy for a Projector Density Matrix and Negative Semidefinite $W^c$

## Static screening on a set of sites

Consider electrons of one spin channel on finitely many sites $i, j, \dots$, each carrying one orthonormal localized orbital. The occupied orbitals $\psi^a$ are orthonormal, and each holds exactly one electron. They define the density matrix

$$\rho_{ij} = \sum_{a\,\text{occ}} \psi^a_i\, \overline{\psi^a_j}, \qquad \rho^\dagger = \rho, \qquad \rho^2 = \rho .$$

Let $v_{ij}$ be the bare Coulomb interaction, $W_{ij}$ the statically screened one, and $W^c = W - v$ the correlation part. In the COHSEX approximation to GW, the self-energy is the bare exchange $-\rho_{ij} v_{ij}$ plus the correlation part

$$C_{ij} = -\rho_{ij} W^c_{ij} + \delta_{ij}\,\tfrac12 W^c_{ii} .$$

The first term is the correlation part of the screened exchange. The second, $B = \tfrac12\,\mathrm{diag}(W^c_{ii})$, is the Coulomb hole: half the potential that an added charge feels from the polarization it induces.

How far can $C$ shift a level? The answer below uses one property of the screening, that $W^c$ is negative semidefinite. Physically, the static polarization response of a stable system never raises the energy of a test charge distribution. Here this property is assumed, not derived from a response function.

## The bounds in words and in Lean

For Hermitian matrices, $X \le Y$ in Loewner order means that $Y - X$ is positive semidefinite. The result is

$$B \le C \le -B, \qquad |\langle u, C u\rangle| \le \tfrac12 \max_i |W^c_{ii}| \quad\text{for every unit vector } u .$$

For a finite-site model with static screening, the second inequality limits the first-order correlation shift of any orbital, using only the on-site elements of $W^c$.

In Lean the sites form a finite type `n`, and the matrices are complex, which includes real symmetric $W^c$. Two names differ from common use: `W` is the correlation part $W^c$, not the full screened interaction, and `cohsex ρ W` is $C$ alone, without bare exchange. Likewise, `screenedExchange` contains only the correlation part. The matrix $B$ is `coulombHole W`.

The hypotheses `hρ` and `hρρ` say that $\rho$ is an orthogonal projector, and `hW` says that $-W^c$ is positive semidefinite. Each Loewner inequality in `cohsex_loewner_bounds` appears as `PosSemidef` of a difference. The expression `star u ⬝ᵥ cohsex ρ W *ᵥ u` is $u^\dagger C u$.

There are three numerical versions:

- `cohsex_form_bound` takes any $u$ and any $w$ with $|W^c_{ii}| \le w$ for all $i$. It gives $|u^\dagger C u| \le \tfrac{w}{2}\sum_i |u_i|^2$, so the normalized expectation value of a nonzero $u$ is at most $w/2$ in magnitude.
- `cohsex_expectation_le_max` takes a unit vector and puts the maximum, written with `Finset.univ.sup'`, in place of $w$.
- `cohsex_eigenvalue_bound` gives $|\mu| \le w/2$ for every eigenvalue $\mu$ of $C$.

The matrix $W^c$ is given and held fixed. An application has to justify the static COHSEX approximation, the negative semidefiniteness of $W^c$, and also the representation itself: a real material has a continuum of positions, and a general orbital basis has four-index interaction elements, whereas the model has a finite two-index $W^c_{ij}$.

## Derivation from the projector property

**The entrywise product.** Let $X$ be positive semidefinite. Since $\rho = \rho^2$ and $\rho$ is Hermitian,

$$\rho_{ij} = \sum_k \rho_{ik}\rho_{kj} = \sum_k \overline{\rho_{ki}}\,\rho_{kj} .$$

For any $u$, define vectors $y^{(k)}$ by $y^{(k)}_i = \rho_{ki} u_i$. Then

$$\sum_{ij} \overline{u_i}\,\rho_{ij} X_{ij}\, u_j = \sum_k \sum_{ij} \overline{\rho_{ki} u_i}\, X_{ij}\, \rho_{kj} u_j = \sum_k \langle y^{(k)}, X y^{(k)}\rangle \ge 0 .$$

The matrix with elements $\rho_{ij}X_{ij}$ is also Hermitian, because both factors are. It is therefore positive semidefinite.

**Lower bound.** The Coulomb hole cancels in $(C - B)_{ij} = \rho_{ij}(-W^c_{ij})$. With $X = -W^c$ this gives $C - B \ge 0$.

**Upper bound.** Exchange occupied and empty states, $\rho \to 1 - \rho$, at fixed $W^c$:

$$-(\delta_{ij} - \rho_{ij})W^c_{ij} + \tfrac12\delta_{ij}W^c_{ii} = \rho_{ij}W^c_{ij} - \tfrac12\delta_{ij}W^c_{ii} = -C_{ij} .$$

The matrix $1-\rho$ is again an orthogonal projector, since $(1-\rho)^2 = 1 - 2\rho + \rho^2 = 1-\rho$. Its lower bound reads $-C - B \ge 0$, which is $C \le -B$.

**Numbers.** Taking expectation values gives $\langle u,Bu\rangle \le \langle u,Cu\rangle \le -\langle u,Bu\rangle$, hence

$$|\langle u, C u\rangle| \le |\langle u, B u\rangle| \le \tfrac12\sum_i |W^c_{ii}|\,|u_i|^2 \le \tfrac{w}{2}\sum_i |u_i|^2 .$$

For a unit vector the last sum is 1, and $w$ can be the maximum of $|W^c_{ii}|$. If $Cu = \mu u$ with $u \ne 0$, the left side is $|\mu|\sum_i|u_i|^2$, and dividing by the squared norm bounds $\mu$.

**Where equality occurs.** The diagonal element is $C_{ii} = (\tfrac12 - \rho_{ii})W^c_{ii}$. On an empty site it equals $W^c_{ii}/2$, and on a filled site $-W^c_{ii}/2$. If such a site also has the largest $|W^c_{ii}|$, the state localized there attains the maximum bound.

## Two sites with a bonding orbital

Let one electron occupy $(1,1)/\sqrt2$, and take, in arbitrary energy units, a $W^c$ chosen for illustration, not computed from the response of this electron:

$$\rho = \begin{pmatrix} \tfrac12 & \tfrac12 \\ \tfrac12 & \tfrac12 \end{pmatrix}, \quad W^c = \begin{pmatrix} -1 & -1 \\ -1 & -2 \end{pmatrix}, \quad C = \begin{pmatrix} 0 & \tfrac12 \\ \tfrac12 & 0 \end{pmatrix}, \quad B = \begin{pmatrix} -\tfrac12 & 0 \\ 0 & -1 \end{pmatrix}.$$

Both $C - B$ and $-B - C$ have diagonal $(\tfrac12, 1)$ and determinant $\tfrac14$, so both are positive. The eigenvalues of $C$ are $\pm\tfrac12$, within the bound $\tfrac12\cdot 2 = 1$. The occupied bonding orbital is shifted up by $\tfrac12$ and the empty antibonding orbital down by $\tfrac12$.

Now keep $\rho$ and replace $W^c$ by a matrix that is not negative semidefinite:

$$W^c = \begin{pmatrix} 0 & -1 \\ -1 & 0 \end{pmatrix}.$$

Its eigenvalues are $\pm1$. The matrix $C$ is the same as before, with eigenvalues $\pm\tfrac12$, but the claimed bound would be zero. A Hermitian $W^c$ with non-positive on-site elements is thus not enough.

## The complete Lean source

```lean
import Mathlib

open Matrix
open scoped ComplexOrder

namespace CohsexBounds

variable {n : Type*} [Fintype n]

/-- The entrywise product of an orthogonal projector and a positive semidefinite matrix is
positive semidefinite. -/
theorem projector_hadamard_posSemidef {P X : Matrix n n ℂ} (hP : P.IsHermitian)
    (hPP : P * P = P) (hX : X.PosSemidef) :
    (Matrix.of fun i j => P i j * X i j).PosSemidef := by
  refine Matrix.PosSemidef.of_dotProduct_mulVec_nonneg ?_ ?_
  · refine Matrix.IsHermitian.ext fun i j => ?_
    show star (P j i * X j i) = P i j * X i j
    rw [star_mul', hP.apply, hX.isHermitian.apply]
  · intro u
    -- the projector is its own Gram matrix
    have hent : ∀ i j, P i j = ∑ k, star (P k i) * P k j := by
      intro i j
      calc P i j = (P * P) i j := by rw [hPP]
        _ = ∑ k, star (P k i) * P k j := by
          rw [Matrix.mul_apply]
          exact Finset.sum_congr rfl fun k _ => by rw [hP.apply i k]
    -- hence the quadratic form is a sum of quadratic forms of X
    have key : star u ⬝ᵥ (Matrix.of fun i j => P i j * X i j) *ᵥ u
        = ∑ k, star (fun i => P k i * u i) ⬝ᵥ X *ᵥ (fun i => P k i * u i) := by
      simp only [dotProduct, Matrix.mulVec, Finset.mul_sum, Pi.star_apply, Matrix.of_apply,
        star_mul']
      refine Eq.trans ?_ Finset.sum_comm
      refine Finset.sum_congr rfl fun i _ => ?_
      refine Eq.trans ?_ Finset.sum_comm
      refine Finset.sum_congr rfl fun j _ => ?_
      rw [hent i j]
      simp only [Finset.sum_mul, Finset.mul_sum]
      exact Finset.sum_congr rfl fun k _ => by ring
    rw [key]
    exact Finset.sum_nonneg fun k _ => hX.dotProduct_mulVec_nonneg _

/-- Screened-exchange part of the correlation self-energy: minus the density matrix times the
correlation part `W` of the static screened interaction, entry by entry. -/
def screenedExchange (ρ W : Matrix n n ℂ) : Matrix n n ℂ :=
  Matrix.of fun i j => -(ρ i j * W i j)

variable [DecidableEq n]

/-- Coulomb-hole part: the local potential equal to half the on-site value of `W`. -/
noncomputable def coulombHole (W : Matrix n n ℂ) : Matrix n n ℂ :=
  Matrix.diagonal fun i => W i i / 2

/-- The COHSEX correlation self-energy: screened exchange plus Coulomb hole. -/
noncomputable def cohsex (ρ W : Matrix n n ℂ) : Matrix n n ℂ :=
  screenedExchange ρ W + coulombHole W

omit [Fintype n] in
/-- Exchanging occupied and empty states reverses the sign of the COHSEX correlation
self-energy at fixed `W`. -/
theorem cohsex_particle_hole (ρ W : Matrix n n ℂ) : cohsex (1 - ρ) W = -cohsex ρ W := by
  ext i j
  simp only [cohsex, screenedExchange, coulombHole, Matrix.add_apply, Matrix.neg_apply,
    Matrix.sub_apply, Matrix.of_apply, Matrix.diagonal_apply, Matrix.one_apply]
  split_ifs with h
  · subst h
    ring
  · ring

/-- For an orthogonal projector `ρ` and negative semidefinite `W`, the COHSEX correlation
self-energy lies above the Coulomb-hole term in Loewner order. -/
theorem coulombHole_le_cohsex {ρ W : Matrix n n ℂ} (hρ : ρ.IsHermitian)
    (hρρ : ρ * ρ = ρ) (hW : (-W).PosSemidef) :
    (cohsex ρ W - coulombHole W).PosSemidef := by
  have h : cohsex ρ W - coulombHole W = Matrix.of fun i j => ρ i j * (-W) i j := by
    ext i j
    simp only [cohsex, screenedExchange, Matrix.add_apply, Matrix.neg_apply,
      Matrix.sub_apply, Matrix.of_apply]
    ring
  rw [h]
  exact projector_hadamard_posSemidef hρ hρρ hW

/-- For an orthogonal projector `ρ` and negative semidefinite `W`, the COHSEX correlation
self-energy lies between the Coulomb-hole term and its negative in Loewner order. -/
theorem cohsex_loewner_bounds {ρ W : Matrix n n ℂ} (hρ : ρ.IsHermitian)
    (hρρ : ρ * ρ = ρ) (hW : (-W).PosSemidef) :
    (cohsex ρ W - coulombHole W).PosSemidef ∧
      (-coulombHole W - cohsex ρ W).PosSemidef := by
  refine ⟨coulombHole_le_cohsex hρ hρρ hW, ?_⟩
  -- the upper bound is the lower bound for the projector on the empty states
  have hQ : (1 - ρ) * (1 - ρ) = 1 - ρ := by
    have h : (1 - ρ) * (1 - ρ) = 1 - ρ - ρ + ρ * ρ := by noncomm_ring
    rw [h, hρρ]
    abel
  have h := coulombHole_le_cohsex (Matrix.isHermitian_one.sub hρ) hQ hW
  have e : -coulombHole W - cohsex ρ W = cohsex (1 - ρ) W - coulombHole W := by
    rw [cohsex_particle_hole]
    abel
  rw [e]
  exact h

/-- Let `ρ` be an orthogonal projector and `W` negative semidefinite with on-site values at most
`w` in magnitude. Then the COHSEX expectation value in any vector is at most `w / 2` times the
squared norm of the vector, in magnitude. -/
theorem cohsex_form_bound {ρ W : Matrix n n ℂ} (hρ : ρ.IsHermitian)
    (hρρ : ρ * ρ = ρ) (hW : (-W).PosSemidef) {w : ℝ} (hw : ∀ i, ‖W i i‖ ≤ w) (u : n → ℂ) :
    ‖star u ⬝ᵥ cohsex ρ W *ᵥ u‖ ≤ w / 2 * ∑ i, ‖u i‖ ^ 2 := by
  -- the local Coulomb-hole term is estimated site by site
  have hb : ‖star u ⬝ᵥ coulombHole W *ᵥ u‖ ≤ w / 2 * ∑ i, ‖u i‖ ^ 2 := by
    have e : star u ⬝ᵥ coulombHole W *ᵥ u = ∑ i, star (u i) * (W i i / 2 * u i) := by
      simp only [dotProduct, coulombHole, Matrix.mulVec_diagonal, Pi.star_apply]
    rw [e, Finset.mul_sum]
    refine (norm_sum_le _ _).trans (Finset.sum_le_sum fun i _ => ?_)
    have h2 : ‖(2 : ℂ)‖ = 2 := by norm_num
    have e2 : ‖star (u i) * (W i i / 2 * u i)‖ = ‖W i i‖ / 2 * ‖u i‖ ^ 2 := by
      rw [norm_mul, norm_mul, norm_star, norm_div, h2]
      ring
    rw [e2]
    exact mul_le_mul_of_nonneg_right (by linarith [hw i]) (sq_nonneg _)
  obtain ⟨hl, hu⟩ := cohsex_loewner_bounds hρ hρρ hW
  have h1 := hl.dotProduct_mulVec_nonneg u
  have h2 := hu.dotProduct_mulVec_nonneg u
  rw [Matrix.sub_mulVec, dotProduct_sub] at h1
  rw [Matrix.sub_mulVec, dotProduct_sub, Matrix.neg_mulVec, dotProduct_neg] at h2
  generalize star u ⬝ᵥ cohsex ρ W *ᵥ u = q at *
  generalize star u ⬝ᵥ coulombHole W *ᵥ u = b at *
  rw [Complex.le_def] at h1 h2
  simp only [Complex.zero_re, Complex.zero_im, Complex.sub_re, Complex.sub_im,
    Complex.neg_re, Complex.neg_im] at h1 h2
  -- the expectation value is real and enclosed by the Coulomb-hole value and its negative
  have hq : q = (q.re : ℂ) := by
    apply Complex.ext
    · simp
    · rw [Complex.ofReal_im]
      linarith [h1.2, h2.2]
  have hre : |q.re| ≤ ‖b‖ := by
    have h3 := (neg_le_abs b.re).trans (Complex.abs_re_le_norm b)
    exact abs_le.mpr ⟨by linarith [h1.1], by linarith [h2.1]⟩
  rw [hq, Complex.norm_real, Real.norm_eq_abs]
  exact hre.trans hb

/-- For an orthogonal projector `ρ` and negative semidefinite `W`, the COHSEX expectation value in a
unit vector has magnitude at most half the largest on-site magnitude of `W`. -/
theorem cohsex_expectation_le_max [Nonempty n] {ρ W : Matrix n n ℂ} (hρ : ρ.IsHermitian)
    (hρρ : ρ * ρ = ρ) (hW : (-W).PosSemidef) (u : n → ℂ) (hu : ∑ i, ‖u i‖ ^ 2 = 1) :
    ‖star u ⬝ᵥ cohsex ρ W *ᵥ u‖
      ≤ (Finset.univ.sup' Finset.univ_nonempty fun i => ‖W i i‖) / 2 := by
  have h := cohsex_form_bound hρ hρρ hW
    (w := Finset.univ.sup' Finset.univ_nonempty fun i => ‖W i i‖)
    (fun i => Finset.le_sup' (fun i => ‖W i i‖) (Finset.mem_univ i)) u
  rwa [hu, mul_one] at h

/-- For an orthogonal projector `ρ` and negative semidefinite `W` with on-site values at most `w`
in magnitude, every eigenvalue of the COHSEX correlation self-energy is at most `w / 2` in
magnitude. -/
theorem cohsex_eigenvalue_bound {ρ W : Matrix n n ℂ} (hρ : ρ.IsHermitian)
    (hρρ : ρ * ρ = ρ) (hW : (-W).PosSemidef) {w : ℝ} (hw : ∀ i, ‖W i i‖ ≤ w)
    {u : n → ℂ} (hu : u ≠ 0) {μ : ℂ} (hμ : cohsex ρ W *ᵥ u = μ • u) : ‖μ‖ ≤ w / 2 := by
  have h := cohsex_form_bound hρ hρρ hW hw u
  have e : star u ⬝ᵥ u = ((∑ i, ‖u i‖ ^ 2 : ℝ) : ℂ) := by
    simp only [dotProduct, Pi.star_apply]
    push_cast
    exact Finset.sum_congr rfl fun i _ => Complex.conj_mul' (u i)
  obtain ⟨i, hi⟩ := Function.ne_iff.mp hu
  have hpos : 0 < ∑ i, ‖u i‖ ^ 2 :=
    Finset.sum_pos' (fun j _ => sq_nonneg _)
      ⟨i, Finset.mem_univ i, pow_pos (norm_pos_iff.mpr hi) 2⟩
  rw [hμ, dotProduct_smul, smul_eq_mul, norm_mul, e, Complex.norm_real, Real.norm_eq_abs,
    abs_of_pos hpos] at h
  exact le_of_mul_le_mul_right h hpos

omit [Fintype n] in
/-- On a site that is completely empty or completely filled, the diagonal element of the COHSEX
correlation self-energy has magnitude exactly half that of the on-site `W`. -/
theorem cohsex_bound_attained (ρ W : Matrix n n ℂ) (i : n) (h : ρ i i = 0 ∨ ρ i i = 1) :
    ‖cohsex ρ W i i‖ = ‖W i i‖ / 2 := by
  have h2 : ‖(2 : ℂ)‖ = 2 := by norm_num
  have e : cohsex ρ W i i = -(ρ i i * W i i) + W i i / 2 := by
    simp only [cohsex, screenedExchange, coulombHole, Matrix.add_apply, Matrix.of_apply,
      Matrix.diagonal_apply_eq]
  rcases h with h | h
  · have e0 : cohsex ρ W i i = W i i / 2 := by
      rw [e, h]
      ring
    rw [e0, norm_div, h2]
  · have e1 : cohsex ρ W i i = -(W i i / 2) := by
      rw [e, h]
      ring
    rw [e1, norm_neg, norm_div, h2]

/-- Two sites with one orbital spread equally over both, and a non-diagonal `W`, meet the
hypotheses: `ρ` is an orthogonal projector and `W` is negative semidefinite. -/
theorem cohsex_loewner_bounds_witness :
    (!![1 / 2, 1 / 2; 1 / 2, 1 / 2] : Matrix (Fin 2) (Fin 2) ℂ).IsHermitian ∧
    (!![1 / 2, 1 / 2; 1 / 2, 1 / 2] : Matrix (Fin 2) (Fin 2) ℂ) *
      !![1 / 2, 1 / 2; 1 / 2, 1 / 2] = !![1 / 2, 1 / 2; 1 / 2, 1 / 2] ∧
    (-(!![-1, -1; -1, -2] : Matrix (Fin 2) (Fin 2) ℂ)).PosSemidef := by
  refine ⟨?_, ?_, ?_⟩
  · refine Matrix.IsHermitian.ext fun i j => ?_
    fin_cases i <;> fin_cases j <;> simp
  · ext i j
    fin_cases i <;> fin_cases j <;> simp [Matrix.mul_apply, Fin.sum_univ_succ] <;> norm_num
  · -- minus W is a Gram matrix
    have h := Matrix.posSemidef_conjTranspose_mul_self
      (!![1, 1; 0, 1] : Matrix (Fin 2) (Fin 2) ℂ)
    convert h using 1
    ext i j
    fin_cases i <;> fin_cases j <;> simp [Matrix.mul_apply, Fin.sum_univ_succ]
    norm_num

end CohsexBounds
```

```lean
#print axioms CohsexBounds.coulombHole_le_cohsex
#print axioms CohsexBounds.cohsex_expectation_le_max
#print axioms CohsexBounds.cohsex_eigenvalue_bound
#print axioms CohsexBounds.cohsex_bound_attained
```

```
'CohsexBounds.coulombHole_le_cohsex' depends on axioms: [propext, Classical.choice, Quot.sound]
'CohsexBounds.cohsex_expectation_le_max' depends on axioms: [propext, Classical.choice, Quot.sound]
'CohsexBounds.cohsex_eigenvalue_bound' depends on axioms: [propext, Classical.choice, Quot.sound]
'CohsexBounds.cohsex_bound_attained' depends on axioms: [propext, Classical.choice, Quot.sound]
```

## From the entrywise product to the eigenvalue bound

`projector_hadamard_posSemidef` carries the main argument. Its step `hent` is the expansion of $\rho_{ij}$ over $k$, and `key` is the identity that turns the quadratic form into a sum over the vectors $y^{(k)}$. Lean reaches it by writing out all sums and exchanging their order with `Finset.sum_comm`. Each term is then non-negative by the hypothesis on $X$.

`cohsex_particle_hole` compares matrix elements, with `split_ifs` separating the diagonal from the off-diagonal case. `coulombHole_le_cohsex` rewrites $C - B$ as the entrywise product and applies the first lemma. In `cohsex_loewner_bounds`, `hQ` checks that $1-\rho$ is idempotent, and the sign reversal turns its lower bound into the upper bound for $\rho$.

In `cohsex_form_bound`, `hb` estimates the Coulomb-hole term site by site with the triangle inequality. The two Loewner bounds then become inequalities between complex numbers, `q` for $u^\dagger C u$ and `b` for $u^\dagger B u$. In Lean's order on $\mathbb{C}$, such an inequality compares real parts and requires equal imaginary parts. The two together therefore show that `q` is real, as well as enclosing it between `b` and its negative.

`cohsex_expectation_le_max` inserts the maximum for $w$. `cohsex_eigenvalue_bound` proves that the squared norm is positive (`hpos`) and cancels it. `cohsex_bound_attained` evaluates $C_{ii}$ in the empty and filled cases. `cohsex_loewner_bounds_witness` verifies the hypotheses for the two-site $\rho$ and the first $W^c$ above, writing $-W^c$ as $A^\dagger A$ with $A = \begin{pmatrix} 1 & 1 \\ 0 & 1 \end{pmatrix}$.
